# A column-stochastic matrix never lowers the Shannon entropy of a probability vector exactly when its rows sum to one

Take a two-level system with lower state 0 and upper state 1, each occupied with probability 1/2. In one time step the upper state decays with probability γ, where 0 < γ ≤ 1. The occupations become

(1/2, 1/2) → ((1 + γ)/2, (1 − γ)/2).

The Shannon entropy started at ln 2, the largest value two states allow. Only equal occupations reach that value, and the new ones are unequal, so the entropy has gone down. For γ = 1 it drops to zero. Probability was conserved, but state 0 received more than its share: the entries in its row of the transition matrix sum to 1 + γ.

I believe this is the general pattern. For a finite set of states and a matrix T of jump probabilities, the entropy satisfies H(Tp) ≥ H(p) for every probability vector p if and only if the rows of T sum to one as well as the columns. Can this be made rigorous, with a proof that a machine has checked?

## The uniform distribution as the deciding test

Yes. Let there be N ≥ 1 states, and let Tᵢⱼ ≥ 0 be the probability of a jump from state j to state i. Conservation of probability means that every column sums to one:

∑ᵢ Tᵢⱼ = 1 for every j.

Write f(x) = −x ln x with f(0) = 0, and H(p) = ∑ᵢ f(pᵢ).

**A step preserves probability vectors.** The entries (Tp)ᵢ = ∑ⱼ Tᵢⱼ pⱼ are non-negative, and exchanging the sums gives

∑ᵢ (Tp)ᵢ = ∑ⱼ (∑ᵢ Tᵢⱼ) pⱼ = ∑ⱼ pⱼ = 1.

**Unit row sums are sufficient.** Suppose that ∑ⱼ Tᵢⱼ = 1 for every i. Then (Tp)ᵢ is a weighted average of the entries of p. The function f is concave, since f″(x) = −1/x < 0 for x > 0 and f is continuous at 0. Jensen's inequality therefore gives

f((Tp)ᵢ) ≥ ∑ⱼ Tᵢⱼ f(pⱼ).

Summing over i and using the unit column sums,

H(Tp) ≥ ∑ⱼ (∑ᵢ Tᵢⱼ) f(pⱼ) = ∑ⱼ f(pⱼ) = H(p).

**Only the uniform distribution reaches the maximal entropy.** The tangent line to f at a point u > 0, evaluated at q, is

f(u) + f′(u)(q − u) = −u ln u − (ln u + 1)(q − u) = −q ln u + u − q.

If q > 0 and q ≠ u, then ln(u/q) < u/q − 1. Multiplying by q and rearranging gives

−q ln q < −q ln u + u − q.

If q = 0, the same inequality reads 0 < u. So f lies strictly below its tangent line everywhere except at the point of contact.

Now let q be a probability vector and set u = c = 1/N. The tangent values add up to

∑ⱼ (−qⱼ ln c + c − qⱼ) = −ln c + Nc − 1 = −ln c = ln N,

which is the entropy of the uniform distribution. If even one qⱼ differs from c, then H(q) < ln N.

**Unit row sums are necessary.** Suppose that T does not lower the entropy of the uniform distribution. The image is a probability vector with entropy at least ln N, so it is uniform again:

∑ⱼ Tᵢⱼ c = c for every i.

Dividing by c gives ∑ⱼ Tᵢⱼ = 1. One test state has settled the question for all p.

Non-negative entries matter as well as the sums. The matrix with rows (3/2, −1/2) and (−1/2, 3/2) has unit row and column sums, yet it sends (3/4, 1/4) to (1, 0), and the entropy falls to zero. This matrix is the inverse of the mixing step with rows (3/4, 1/4) and (1/4, 3/4), so it undoes mixing; I add it here as a calculation by hand, separate from the Lean code.

## Occupations, jumps and entropy in Lean

The finite type `n` is the set of states. A vector `p : n → ℝ` assigns a real number to each state, and `IsProb p` says that these numbers are non-negative and sum to one. `IsColStochastic T` says that the entries of `T` are non-negative and that each column sums to one. The convention is that `T i j` describes a jump from `j` to `i`, so `T *ᵥ p` is the distribution after one step. With the transposed convention, rows and columns exchange roles.

`entropy p` sums Mathlib's `Real.negMulLog`, the function f above, including its value 0 at 0. The logarithm is natural and Boltzmann's constant is set to one. `uniform n` gives every state the weight 1/N.

The main theorem, `entropy_monotone_iff_doubly_stochastic`, takes a column-stochastic `T` and states an equivalence. On the left, `entropy p ≤ entropy (T *ᵥ p)` holds for every `p` with `IsProb p`. On the right, `∑ j, T i j = 1` holds for every `i`. Physically, the right-hand condition says that the uniform distribution is stationary. It is satisfied, for instance, when every jump is as probable as its reverse. The theorem also admits an empty set of states, where both sides are vacuously true.

Three further statements accompany it:

- `uniform_test` replaces "every p" by the uniform distribution alone, for a non-empty set of states.
- `entropy_monotone_trajectory` says that, for a doubly stochastic `T`, the entropy of Tᵏp never decreases as the number of steps k grows.
- `decay_lowers_entropy` confirms the opening example: for 0 < γ ≤ 1 the matrix `decay γ` is column-stochastic and strictly lowers the entropy of the uniform distribution.

The model is classical, with finitely many states, discrete time and the same matrix at every step. The jump probabilities are given and not derived from a Hamiltonian or a bath. Coherences, the von Neumann entropy and continuous-time rate equations are not treated. For an open quantum system whose populations follow such a finite jump matrix, with coherences ignored, the result shows that a falling Shannon entropy is compatible with conserved probability. In a kinetic simulation of the same finite, discrete-time kind, the row sums of the transition matrix tell whether a fall can occur in a single step.

```lean
import Mathlib

open Matrix

namespace EntropyMonotonicity

noncomputable section

variable {n : Type*} [Fintype n]

/-- A probability vector: non-negative occupations that sum to one. -/
def IsProb (p : n → ℝ) : Prop := (∀ i, 0 ≤ p i) ∧ ∑ i, p i = 1

/-- A column-stochastic matrix: `T i j` is the probability of a jump from state `j` to
state `i`, so every column sums to one. -/
def IsColStochastic (T : Matrix n n ℝ) : Prop :=
  (∀ i j, 0 ≤ T i j) ∧ ∀ j, ∑ i, T i j = 1

/-- The Shannon entropy `-∑ p ln p`, in natural units. -/
def entropy (p : n → ℝ) : ℝ := ∑ i, Real.negMulLog (p i)

/-- The uniform distribution, with equal weight on every state. -/
def uniform (m : Type*) [Fintype m] : m → ℝ := fun _ => 1 / (Fintype.card m : ℝ)

/-- One step of a stochastic evolution maps probability vectors to probability vectors. -/
theorem isProb_mulVec {T : Matrix n n ℝ} (hT : IsColStochastic T) {p : n → ℝ}
    (hp : IsProb p) : IsProb (T *ᵥ p) := by
  constructor
  · intro i
    exact Finset.sum_nonneg fun j _ => mul_nonneg (hT.1 i j) (hp.1 j)
  · simp only [Matrix.mulVec, dotProduct]
    rw [Finset.sum_comm]
    simp_rw [← Finset.sum_mul, hT.2, one_mul]
    exact hp.2

/-- The uniform distribution is a probability vector. -/
theorem isProb_uniform [Nonempty n] : IsProb (uniform n) := by
  have hN : (Fintype.card n : ℝ) ≠ 0 := Nat.cast_ne_zero.2 Fintype.card_ne_zero
  constructor
  · intro i
    unfold uniform
    positivity
  · simp only [uniform, Finset.sum_const, Finset.card_univ, nsmul_eq_mul]
    exact mul_one_div_cancel hN

/-- Away from the point of contact `u`, the function `-q ln q` lies strictly below its
tangent line at `u`. -/
theorem negMulLog_lt_tangent {q u : ℝ} (hq : 0 ≤ q) (hu : 0 < u) (hne : q ≠ u) :
    Real.negMulLog q < -q * Real.log u + u - q := by
  rcases hq.eq_or_lt with h | h
  · subst h
    simpa [Real.negMulLog] using hu
  · have hr : u / q ≠ 1 := fun e => hne ((div_eq_one_iff_eq h.ne').1 e).symm
    have h1 := Real.log_lt_sub_one_of_pos (div_pos hu h) hr
    rw [Real.log_div hu.ne' h.ne'] at h1
    have h2 := mul_lt_mul_of_pos_left h1 h
    have h3 : q * (u / q - 1) = u - q := by field_simp
    rw [h3] at h2
    rw [Real.negMulLog]
    linarith

/-- A probability vector whose entropy is at least that of the uniform distribution is the
uniform distribution. -/
theorem eq_uniform_of_entropy_ge [Nonempty n] {q : n → ℝ} (hq : IsProb q)
    (h : entropy (uniform n) ≤ entropy q) : q = uniform n := by
  by_contra hne
  obtain ⟨i, hi⟩ := Function.ne_iff.1 hne
  have hN : (0 : ℝ) < Fintype.card n := Nat.cast_pos.2 Fintype.card_pos
  obtain ⟨c, hcdef⟩ : ∃ c : ℝ, c = 1 / (Fintype.card n : ℝ) := ⟨_, rfl⟩
  have hc0 : 0 < c := by rw [hcdef]; positivity
  have hc : (Fintype.card n : ℝ) * c = 1 := by
    rw [hcdef]; exact mul_one_div_cancel hN.ne'
  have hi' : q i ≠ c := by rw [hcdef]; exact hi
  have hunif : entropy (uniform n) = -Real.log c := by
    simp only [entropy, uniform, ← hcdef, Real.negMulLog, Finset.sum_const,
      Finset.card_univ, nsmul_eq_mul]
    linear_combination (-Real.log c) * hc
  -- the tangent lines at `c` add up to the entropy of the uniform distribution
  have hsum : ∑ j, (-q j * Real.log c + c - q j) = -Real.log c := by
    rw [Finset.sum_sub_distrib, Finset.sum_add_distrib, ← Finset.sum_mul,
      Finset.sum_neg_distrib, hq.2, Finset.sum_const, Finset.card_univ, nsmul_eq_mul, hc]
    ring
  have hle : ∀ j ∈ Finset.univ,
      Real.negMulLog (q j) ≤ -q j * Real.log c + c - q j := by
    intro j _
    by_cases hj : q j = c
    · rw [hj, Real.negMulLog]
      linarith
    · exact (negMulLog_lt_tangent (hq.1 j) hc0 hj).le
  have hlt : entropy q < ∑ j, (-q j * Real.log c + c - q j) :=
    Finset.sum_lt_sum hle ⟨i, Finset.mem_univ i, negMulLog_lt_tangent (hq.1 i) hc0 hi'⟩
  linarith

/-- If the rows of a column-stochastic matrix also sum to one, the matrix does not lower the
entropy of any vector of non-negative occupations. -/
theorem entropy_le_mulVec {T : Matrix n n ℝ} (hT : IsColStochastic T)
    (hrow : ∀ i, ∑ j, T i j = 1) {p : n → ℝ} (hp : ∀ i, 0 ≤ p i) :
    entropy p ≤ entropy (T *ᵥ p) := by
  calc entropy p = ∑ j, (∑ i, T i j) * Real.negMulLog (p j) := by
        simp only [entropy, hT.2, one_mul]
    _ = ∑ i, ∑ j, T i j * Real.negMulLog (p j) := by
        simp_rw [Finset.sum_mul]
        exact Finset.sum_comm
    _ ≤ entropy (T *ᵥ p) := Finset.sum_le_sum fun i _ => by
        -- Jensen's inequality with the weights of row `i`
        have h := Real.concaveOn_negMulLog.le_map_sum (t := Finset.univ)
          (w := fun j => T i j) (p := p) (fun j _ => hT.1 i j) (hrow i)
          (fun j _ => Set.mem_Ici.2 (hp j))
        simp only [smul_eq_mul] at h
        exact h

/-- One test state decides: a column-stochastic matrix does not lower the entropy of the
uniform distribution if and only if its rows sum to one. -/
theorem uniform_test [Nonempty n] {T : Matrix n n ℝ} (hT : IsColStochastic T) :
    entropy (uniform n) ≤ entropy (T *ᵥ uniform n) ↔ ∀ i, ∑ j, T i j = 1 := by
  constructor
  · intro h i
    -- the image of the uniform distribution has maximal entropy, so it is uniform again
    have hfix := eq_uniform_of_entropy_ge (isProb_mulVec hT isProb_uniform) h
    have hN : (0 : ℝ) < Fintype.card n := Nat.cast_pos.2 Fintype.card_pos
    have hc : (1 / (Fintype.card n : ℝ)) ≠ 0 := (one_div_pos.2 hN).ne'
    have hi : ∑ j, T i j * (1 / (Fintype.card n : ℝ)) = 1 / (Fintype.card n : ℝ) :=
      congrFun hfix i
    rw [← Finset.sum_mul] at hi
    exact mul_right_cancel₀ hc (by rw [hi, one_mul])
  · intro hrow
    exact entropy_le_mulVec hT hrow isProb_uniform.1

/-- A column-stochastic matrix never lowers the Shannon entropy of a probability vector if and
only if its rows also sum to one, that is, if and only if it is doubly stochastic. -/
theorem entropy_monotone_iff_doubly_stochastic {T : Matrix n n ℝ}
    (hT : IsColStochastic T) :
    (∀ p, IsProb p → entropy p ≤ entropy (T *ᵥ p)) ↔ ∀ i, ∑ j, T i j = 1 := by
  constructor
  · intro h i
    have : Nonempty n := ⟨i⟩
    exact (uniform_test hT).1 (h _ isProb_uniform) i
  · intro hrow p hp
    exact entropy_le_mulVec hT hrow hp.1

/-- Under repeated steps of a doubly stochastic matrix the entropy never decreases with the
number of steps. -/
theorem entropy_monotone_trajectory [DecidableEq n] {T : Matrix n n ℝ}
    (hT : IsColStochastic T) (hrow : ∀ i, ∑ j, T i j = 1) {p : n → ℝ} (hp : IsProb p) :
    Monotone fun k : ℕ => entropy (T ^ k *ᵥ p) := by
  have hk : ∀ k : ℕ, IsProb (T ^ k *ᵥ p) := by
    intro k
    induction k with
    | zero => simpa using hp
    | succ k ih =>
      rw [pow_succ', ← Matrix.mulVec_mulVec]
      exact isProb_mulVec hT ih
  refine monotone_nat_of_le_succ fun k => ?_
  rw [pow_succ', ← Matrix.mulVec_mulVec]
  exact entropy_le_mulVec hT hrow (hk k).1

/-- Two-level decay: the upper state (index 1) falls to the lower state (index 0) with
probability `γ` per step. -/
def decay (γ : ℝ) : Matrix (Fin 2) (Fin 2) ℝ := !![1, γ; 0, 1 - γ]

/-- Two-level decay with non-zero probability is column-stochastic and strictly lowers the
entropy of the uniform distribution. -/
theorem decay_lowers_entropy {γ : ℝ} (h0 : 0 < γ) (h1 : γ ≤ 1) :
    IsColStochastic (decay γ) ∧
      entropy (decay γ *ᵥ uniform (Fin 2)) < entropy (uniform (Fin 2)) := by
  have hT : IsColStochastic (decay γ) := by
    constructor
    · intro i j
      fin_cases i <;> fin_cases j <;> simp [decay] <;> linarith
    · intro j
      fin_cases j <;> simp [decay, Fin.sum_univ_two]
  refine ⟨hT, lt_of_not_ge fun h => ?_⟩
  -- the first row sums to `1 + γ`
  have hrow := (uniform_test hT).1 h 0
  simp [decay, Fin.sum_univ_two] at hrow
  linarith

end

end EntropyMonotonicity
```

```lean
#print axioms EntropyMonotonicity.entropy_monotone_iff_doubly_stochastic
#print axioms EntropyMonotonicity.entropy_monotone_trajectory
#print axioms EntropyMonotonicity.decay_lowers_entropy
```

```
'EntropyMonotonicity.entropy_monotone_iff_doubly_stochastic' depends on axioms: [propext, Classical.choice, Quot.sound]
'EntropyMonotonicity.entropy_monotone_trajectory' depends on axioms: [propext, Classical.choice, Quot.sound]
'EntropyMonotonicity.decay_lowers_entropy' depends on axioms: [propext, Classical.choice, Quot.sound]
```

## How the Lean proof follows the tangent-line argument

`isProb_mulVec` is the conservation step. Non-negativity comes from a sum of non-negative products, and `Finset.sum_comm` exchanges the two sums so that the column sums can be replaced by one. `isProb_uniform` checks that N weights of 1/N form a probability vector.

`negMulLog_lt_tangent` proves the strict tangent inequality. It splits into the cases q = 0 and q > 0. In the second case, `Real.log_lt_sub_one_of_pos` supplies ln(u/q) < u/q − 1, the inequality is multiplied by q, and `linarith` rearranges it.

`eq_uniform_of_entropy_ge` argues by contradiction. If `q` is not uniform, `Function.ne_iff` produces a state `i` where it differs from c. The intermediate result `hunif` evaluates the uniform entropy as −ln c, and `hsum` shows that the tangent values have the same sum. The tangent bound holds at every state and is strict at `i`, so `Finset.sum_lt_sum` makes the total strict. This contradicts the assumption that the entropy of `q` is at least that of the uniform distribution.

`entropy_le_mulVec` is the sufficiency argument, written as a `calc` chain. It first inserts the column sums, each equal to one, in front of the terms of H(p). It then exchanges the sums and applies Jensen's inequality to each row through `Real.concaveOn_negMulLog.le_map_sum`. The row sums enter only there, as the requirement that the weights add to one. The lemma needs non-negative entries of `p` but not their normalisation.

In `uniform_test`, the forward direction combines `isProb_mulVec`, `isProb_uniform` and `eq_uniform_of_entropy_ge`: the image of the uniform distribution is a probability vector of maximal entropy, and hence uniform. That equation is `hfix`. Reading it at state `i` and cancelling 1/N gives the row sum. The reverse direction is `entropy_le_mulVec` applied to the uniform distribution.

The main theorem is then short. From left to right, the assumption about all probability vectors is used only for the uniform one; the row index `i` itself shows that the set of states is non-empty. From right to left, `entropy_le_mulVec` applies directly.

For the trajectory, induction on k shows that Tᵏp remains a probability vector. The rewrite with `pow_succ'` expresses Tᵏ⁺¹p as T acting on Tᵏp, so each step falls under the one-step inequality, and `monotone_nat_of_le_succ` extends the comparison from neighbouring steps to any two.

The decay proof never evaluates a logarithm. After checking the columns, it supposes that the entropy did not fall. By `uniform_test` the first row would then sum to one, so 1 + γ = 1, which contradicts γ > 0.
